# For continuous energies, a uniform error e changes a minimax barrier by at most 2e

## Can a small energy error reroute the path and spoil the barrier?

An atom hops into a neighbouring vacancy, and I compute its path with the nudged elastic band on a machine-learned potential. Suppose the potential is within 20 meV of the reference energy at every configuration. The lowest pass on the reference surface could still lie in a quite different place. Can the barrier then be wrong by much more than 20 meV?

## At most 40 meV, wherever the pass lies

The location of the pass doesn't matter, provided that "barrier" means the best over all continuous paths. Let V and W be the two continuous energies, with |V − W| ≤ e everywhere, and let γ be a path from a to b, where the end configurations a and b are the same for both energies. End states relaxed separately on each surface generally differ, and the bound does not cover that change. Define

M_V(γ) = max over t of V(γ(t)),
B(V) = infimum over γ of M_V(γ).

The maximum exists because V∘γ is continuous on [0,1]. Every path starts at a, so M_V(γ) ≥ V(a), and the infimum is finite. At each point of a path,

V(γ(t)) ≤ W(γ(t)) + e ≤ M_W(γ) + e.

Maximising over t gives M_V(γ) ≤ M_W(γ) + e, hence

B(V) − e ≤ M_W(γ) for every γ.

So B(V) − e ≤ B(W). Exchanging V and W gives |B(V) − B(W)| ≤ e. The barrier from a to b is B(V) − V(a), the minimax energy measured from the initial state, so the two barriers differ by

[B(V) − B(W)] − [V(a) − W(a)],

and each bracket is at most e in size, so the total is at most 2e. If V(a) = W(a), the second bracket vanishes and e remains. Shifting W by a constant to reach that case can raise the uniform error, so e must be the bound after the shift.

The factor 2 is attained. Take V = −A cos x and W = −(A + e) cos x on the line, with A, e ≥ 0, between 0 and 2π. They differ by e cos x. Every path crosses π, where V has its highest value A, so B(V) = A and likewise B(W) = A + e. The barriers are 2A and 2A + 2e.

A bound that holds only away from the pass gives no such guarantee. Let V = 0, and let W be zero except for a tent of height H on a short interval around π. The barriers between 0 and 2π are 0 and H, so agreement outside an arbitrarily short interval is not enough.

In a calculation, one can optimise γ on the surrogate W and then recompute the reference energy V along it. If M_W(γ) ≤ B(W) + d, then

B(V) ≤ M_V(γ) ≤ M_W(γ) + e ≤ B(W) + d + e ≤ B(V) + 2e + d.

The recomputed maximum therefore brackets the reference minimax energy. Here d is measured from the global infimum; a band converged to a local path does not supply it, and a finite set of images may miss the maximum.

## The same argument in Lean

The configuration space `X` is any path-connected topological space, ℝⁿ included, and energies are finite real functions on it. `Path a b` is the type of continuous paths with fixed ends; `pathMax`, `minimax` and `barrier` are M, B and B(V) − V(a). The main theorem, `barrier_stability`, states both bounds. It concerns classical barriers on given energy surfaces, such as Born–Oppenheimer surfaces where these are continuous, and says nothing about rates, tunnelling or zero-point energy. The infimum need not be attained, nor be the energy of a saddle point.

```lean
import Mathlib

open Set

namespace MinimaxBarrierStability

noncomputable section

variable {X : Type*} [TopologicalSpace X] {a b : X} {V W : X → ℝ} {e : ℝ}

/-- The highest energy met along a path, for a continuous energy `V`. -/
def pathMax (V : X → ℝ) (γ : Path a b) : ℝ := ⨆ t, V (γ t)

/-- The minimax energy between `a` and `b`: the infimum, over all continuous paths, of the
highest energy along the path. The energy is continuous and some path joins `a` to `b`. -/
def minimax (V : X → ℝ) (a b : X) : ℝ := ⨅ γ : Path a b, pathMax V γ

/-- The barrier from `a` to `b`: the minimax energy measured from the energy of the initial
state `a`. -/
def barrier (V : X → ℝ) (a b : X) : ℝ := minimax V a b - V a

/-- A continuous energy attains its maximum along every path, and `pathMax` is that maximum. -/
theorem isGreatest_pathMax (hV : Continuous V) (γ : Path a b) :
    IsGreatest (range fun t => V (γ t)) (pathMax V γ) :=
  (isCompact_range (hV.comp γ.continuous)).isGreatest_sSup (range_nonempty _)

/-- For a continuous energy, the maximum along any path is an upper bound for the minimax
energy. -/
theorem minimax_le_pathMax (hV : Continuous V) (γ : Path a b) :
    minimax V a b ≤ pathMax V γ := by
  -- every path starts at `a`, so all path maxima are at least `V a`
  refine ciInf_le ⟨V a, ?_⟩ γ
  rintro _ ⟨η, rfl⟩
  have h : V (η 0) ≤ pathMax V η := (isGreatest_pathMax hV η).2 ⟨0, rfl⟩
  rw [η.source] at h
  exact h

/-- If `V` exceeds a continuous energy `W` by at most `e` everywhere, then along any given path the
supremum of `V` exceeds the maximum of `W` by at most `e`. -/
theorem pathMax_le_add (hW : Continuous W) (h : ∀ x, V x ≤ W x + e) (γ : Path a b) :
    pathMax V γ ≤ pathMax W γ + e := by
  refine ciSup_le fun t => (h (γ t)).trans ?_
  have ht : W (γ t) ≤ pathMax W γ := (isGreatest_pathMax hW γ).2 ⟨t, rfl⟩
  linarith

/-- On a path-connected space, if a continuous energy `V` exceeds a continuous energy `W` by
at most `e` everywhere, then so does its minimax energy. -/
theorem minimax_le_add [PathConnectedSpace X] (hV : Continuous V) (hW : Continuous W)
    (h : ∀ x, V x ≤ W x + e) (a b : X) :
    minimax V a b ≤ minimax W a b + e := by
  have : Nonempty (Path a b) := PathConnectedSpace.joined a b
  have key : minimax V a b - e ≤ minimax W a b :=
    le_ciInf fun γ => sub_le_iff_le_add.2
      ((minimax_le_pathMax hV γ).trans (pathMax_le_add hW h γ))
  linarith

/-- Stability of barriers: if two continuous energies on a path-connected space differ by at
most `e` everywhere, their minimax energies differ by at most `e` and their barriers by at
most `2 e`. -/
theorem barrier_stability [PathConnectedSpace X] (hV : Continuous V) (hW : Continuous W)
    (h : ∀ x, |V x - W x| ≤ e) (a b : X) :
    |minimax V a b - minimax W a b| ≤ e ∧ |barrier V a b - barrier W a b| ≤ 2 * e := by
  -- the one-sided estimate, used in both directions
  have h1 := minimax_le_add (e := e) hV hW (fun x => by linarith [(abs_le.1 (h x)).2]) a b
  have h2 := minimax_le_add (e := e) hW hV (fun x => by linarith [(abs_le.1 (h x)).1]) a b
  obtain ⟨h3, h4⟩ := abs_le.1 (h a)
  unfold barrier
  constructor <;> rw [abs_le] <;> constructor <;> linarith

/-- If two continuous energies on a path-connected space differ by at most `e` everywhere and
agree at the initial state, their barriers differ by at most `e`. -/
theorem barrier_stability_of_aligned [PathConnectedSpace X] (hV : Continuous V)
    (hW : Continuous W) (h : ∀ x, |V x - W x| ≤ e) (a b : X) (ha : V a = W a) :
    |barrier V a b - barrier W a b| ≤ e := by
  have h1 := (barrier_stability hV hW h a b).1
  unfold barrier
  rwa [ha, sub_sub_sub_cancel_right]

/-- Let two continuous energies on a path-connected space differ by at most `e` everywhere. If the
maximum of the surrogate energy `W` along a path exceeds the minimax energy of `W` by at most `d`,
then the maximum of `V` along it exceeds the minimax energy of `V` by at most `2 e + d`. -/
theorem surrogate_path [PathConnectedSpace X] (hV : Continuous V) (hW : Continuous W)
    (h : ∀ x, |V x - W x| ≤ e) (γ : Path a b) {d : ℝ}
    (hγ : pathMax W γ ≤ minimax W a b + d) :
    pathMax V γ ≤ minimax V a b + (2 * e + d) := by
  have h1 := pathMax_le_add (V := V) (e := e) hW
    (fun x => by linarith [(abs_le.1 (h x)).2]) γ
  have h2 := (abs_le.1 (barrier_stability hV hW h a b).1).1
  linarith

/-- The torsional potential `-A cos x` on the line. -/
def torsion (A x : ℝ) : ℝ := -A * Real.cos x

/-- The torsional potential is continuous. -/
theorem continuous_torsion (A : ℝ) : Continuous (torsion A) :=
  continuous_const.mul Real.continuous_cos

/-- For `A ≥ 0` the minimax energy of the torsional potential `-A cos x` between `0` and
`2π` is `A`. -/
theorem minimax_torsion {A : ℝ} (hA : 0 ≤ A) :
    minimax (torsion A) 0 (2 * Real.pi) = A := by
  have hpi := Real.pi_pos
  have joined : Nonempty (Path (0 : ℝ) (2 * Real.pi)) := PathConnectedSpace.joined _ _
  apply le_antisymm
  · -- the potential never exceeds `A`
    obtain ⟨γ⟩ := joined
    refine (minimax_le_pathMax (continuous_torsion A) γ).trans (ciSup_le fun t => ?_)
    change -A * Real.cos (γ t) ≤ A
    nlinarith [mul_nonneg hA (neg_le_iff_add_nonneg.1 (Real.neg_one_le_cos (γ t)))]
  · -- every path crosses the top at `π`
    refine le_ciInf fun γ => ?_
    have : PreconnectedSpace unitInterval := Subtype.preconnectedSpace isPreconnected_Icc
    obtain ⟨t, ht⟩ : Real.pi ∈ range γ :=
      mem_range_of_exists_le_of_exists_ge γ.continuous
        ⟨0, by rw [γ.source]; exact hpi.le⟩ ⟨1, by rw [γ.target]; linarith⟩
    have h : torsion A (γ t) ≤ pathMax (torsion A) γ :=
      (isGreatest_pathMax (continuous_torsion A) γ).2 ⟨t, rfl⟩
    rw [ht, torsion, Real.cos_pi] at h
    linarith

/-- Both bounds are attained on the line: for `A, e ≥ 0` the torsional potentials of amplitudes
`A` and `A + e` differ by at most `e` everywhere, while between `0` and `2π` their minimax
energies differ by exactly `e` and their barriers by exactly `2 e`. -/
theorem barrier_stability_sharp {A e : ℝ} (hA : 0 ≤ A) (he : 0 ≤ e) :
    (∀ x, |torsion A x - torsion (A + e) x| ≤ e) ∧
    |minimax (torsion A) 0 (2 * Real.pi) - minimax (torsion (A + e)) 0 (2 * Real.pi)| = e ∧
    |barrier (torsion A) 0 (2 * Real.pi) - barrier (torsion (A + e)) 0 (2 * Real.pi)|
      = 2 * e := by
  refine ⟨fun x => ?_, ?_, ?_⟩
  · have hx : torsion A x - torsion (A + e) x = e * Real.cos x := by
      unfold torsion
      ring
    rw [hx, abs_mul, abs_of_nonneg he]
    exact mul_le_of_le_one_right he (Real.abs_cos_le_one x)
  · rw [minimax_torsion hA, minimax_torsion (add_nonneg hA he), sub_add_cancel_left,
      abs_neg, abs_of_nonneg he]
  · have key : barrier (torsion A) 0 (2 * Real.pi)
        - barrier (torsion (A + e)) 0 (2 * Real.pi) = -(2 * e) := by
      unfold barrier
      rw [minimax_torsion hA, minimax_torsion (add_nonneg hA he)]
      simp only [torsion, Real.cos_zero]
      ring
    rw [key, abs_neg, abs_of_nonneg (by linarith)]

end

end MinimaxBarrierStability
```

```lean
#print axioms MinimaxBarrierStability.barrier_stability
#print axioms MinimaxBarrierStability.barrier_stability_of_aligned
#print axioms MinimaxBarrierStability.surrogate_path
#print axioms MinimaxBarrierStability.barrier_stability_sharp
```

```
'MinimaxBarrierStability.barrier_stability' depends on axioms: [propext, Classical.choice, Quot.sound]
'MinimaxBarrierStability.barrier_stability_of_aligned' depends on axioms: [propext, Classical.choice, Quot.sound]
'MinimaxBarrierStability.surrogate_path' depends on axioms: [propext, Classical.choice, Quot.sound]
'MinimaxBarrierStability.barrier_stability_sharp' depends on axioms: [propext, Classical.choice, Quot.sound]
```

`isGreatest_pathMax` obtains the maximum from compactness. `minimax_le_pathMax` uses V(a) as the lower bound that `ciInf_le` requires. `pathMax_le_add` is the pointwise estimate followed by the maximum over t, and `minimax_le_add` passes to the infimum with `le_ciInf`; path-connectedness supplies the path it needs.

`barrier_stability` applies that estimate in both directions, and `linarith` combines the results with the error at a. `barrier_stability_of_aligned` cancels the equal initial energies, while `surrogate_path` proves the upper bound on the recomputed maximum.

For the cosine, `minimax_torsion` proves two inequalities: the potential never exceeds A, and the intermediate value theorem, in `mem_range_of_exists_le_of_exists_ge`, makes every path meet π. `barrier_stability_sharp` then computes the differences e and 2e.
